# The Tersoff bond order stays below the inverse square root of effective coordination and approaches it

## When every bond keeps its full strength

Take a nearest-neighbour pair potential and give an atom \(Z\) equivalent neighbours. Every bond has the same optimal length and the same energy, whatever \(Z\) is, so the binding energy per atom grows in proportion to \(Z\). Such a model always rewards another neighbour by the full price of a bond. It has no way to favour the open, fourfold coordinated structure of silicon over a close-packed one.

The Tersoff potential weakens the attraction of a bond when other neighbours compete with it. For a pair \(i,j\) at a distance \(r\) where the cutoff function equals one, the energy is the mean of two terms, one seen from each atom. Seen from atom \(i\), the term is
\[
A e^{-\lambda_1 r} - b_{ij}\, B e^{-\lambda_2 r},
\]
where \(A, B, \lambda_1, \lambda_2\) are positive parameters and \(b_{ij}\) is the bond order. For given values of these four parameters, how fast \(b_{ij}\) falls with crowding decides how much an extra neighbour is worth.

## The bond order as a function of one number

The surroundings of the bond enter through a sum over the other neighbours of atom \(i\), weighted by distance and angle. Multiplied by a fitted constant, this sum gives a dimensionless effective coordination \(z \ge 0\). The bond order is then
\[
b(z) = (1+z^n)^{-1/(2n)}, \qquad n>0,
\]
with \(n\) a fitted real parameter. An isolated bond has \(z=0\).

The results are these. The function starts at \(b(0)=1\), and on \(z\ge 0\) it is positive and strictly decreasing. It satisfies \(\sqrt z\,b(z)<1\) there, and \(\sqrt z\,b(z)\to 1\) as \(z\to\infty\). For large \(z\) the bond order therefore follows \(1/\sqrt z\) from below, for every \(n>0\); the parameter \(n\) governs the crossover and not the final power.

An inverse square root is also what second-moment tight binding gives: a band energy proportional to \(\sqrt Z\), shared among \(Z\) equivalent bonds. The Tersoff form reproduces this dependence in the limit of many equivalent neighbours, if each competitor contributes a fixed amount to \(z\).

## The statement in Lean

`bondOrder n z` is the function above, with both arguments real and both powers real powers. The definition itself carries no restriction on its arguments; the physical domain appears in the theorems as `0 < n` and `0 ≤ z`.

The theorem `tersoff_bond_order` assumes only `0 < n` and joins five statements:

- `bondOrder n 0 = 1` is the isolated bond.
- The bond order is positive for every `z` with `0 ≤ z`.
- `StrictAntiOn (bondOrder n) (Set.Ici 0)` says that \(0\le x<y\) implies \(b(y)<b(x)\).
- `Real.sqrt z * bondOrder n z < 1` holds for every `z` with `0 ≤ z`. The product form includes \(z=0\), where \(1/\sqrt z\) has no meaning.
- The `Tendsto` statement is the limit \(\sqrt z\,b(z)\to1\) as \(z\to\infty\).

The second theorem, `coordination_scaling`, concerns an atom with \(Z\) equivalent neighbours. Each bond has \(Z-1\) competitors, and each competitor contributes \(c>0\), so \(z=c(Z-1)\). The theorem states that \(\sqrt Z\,b(c(Z-1))\to 1/\sqrt c\) as the natural number \(Z\) grows. At \(Z=0\) the argument is negative and physically empty, which a limit at infinity does not notice.

The constant \(c\) stands for the distance and angle weight of one competitor, multiplied by the fitted constant in \(z\). Taking it equal for all competitors and independent of \(Z\) is an idealisation: in a real structure the bond angles change with \(Z\) and can differ among the competitors of one bond, and a finite cutoff admits only so many atoms. The theorems treat the scalar function \(b\), and leave aside the construction of \(z\) from atomic positions, the total energy and the forces.

## Duality between weak and strong coordination

Since \(n>0\), we have \(0^n=0\) and hence \(b(0)=1\). For \(z\ge0\) the bracket \(1+z^n\) is at least one, so its real power is positive. If \(0\le x<y\), then \(1+x^n<1+y^n\), and the negative exponent \(-1/(2n)\) reverses the inequality: \(b(y)<b(x)\).

For \(z>0\), take a factor out of the bracket at \(1/z\):
\[
1+z^{-n}=z^{-n}(1+z^n).
\]
Raise both sides to the power \(-1/(2n)\). The first factor becomes
\[
\left(z^{-n}\right)^{-1/(2n)}=z^{1/2},
\]
and therefore
\[
b(1/z)=\sqrt z\,b(z).
\]
The behaviour at strong coordination is thus the behaviour at weak coordination, read at the reciprocal argument.

The upper bound follows at once. For \(z>0\), strict decrease gives \(\sqrt z\,b(z)=b(1/z)<b(0)=1\). For \(z=0\) the product is zero.

## An explicit rate of approach

Write the bond order as an exponential:
\[
b(z)=\exp\!\left(-\frac{\log(1+z^n)}{2n}\right).
\]
From \(e^x\ge 1+x\), which holds for every real \(x\) and is used here at a negative one, and \(\log(1+x)\le x\) for \(x\ge0\),
\[
b(z)\ge 1-\frac{\log(1+z^n)}{2n}\ge 1-\frac{z^n}{2n}.
\]
Put \(1/z\) in place of \(z\) and use duality:
\[
1-\frac{z^{-n}}{2n}\le\sqrt z\,b(z)<1 \qquad (z>0).
\]
The left side tends to one as \(z\to\infty\), and so does the product in the middle.

## Many equivalent neighbours

Let \(z=c(Z-1)\) with \(Z\ge2\), so that \(z>0\). Then \(Z=1+z/c=(1/c+1/z)\,z\), and
\[
\sqrt Z\,b(z)=\sqrt{\frac1c+\frac1z}\;\sqrt z\,b(z).
\]
As \(Z\to\infty\), \(z\) also tends to infinity. The first factor tends to \(1/\sqrt c\) and the rest to one, which gives the stated limit.

## A lost bracket that survives a check at n = 1

The exponent is \(-1/(2n)\). Typed as `-1 / 2 * n` in Lean, with `n` real, it means \(-n/2\). The two agree at \(n=1\), so a check at that value finds nothing. The wrong function also equals one at \(z=0\), is positive and decreases strictly.

The large-\(z\) behaviour exposes the error. With the exponent \(-n/2\), the product with \(\sqrt z\) behaves as \(z^{(1-n^2)/2}\), which tends to zero for \(n>1\) and diverges for \(n<1\). Evaluating \(\sqrt z\,b(z)\) at a large \(z\), with some \(n\) other than one, is therefore a sharper test than plotting the curve near the origin.

## The Lean file

```lean
import Mathlib

open Filter Topology

namespace TersoffBondOrder

/-- The Tersoff bond order `b(z) = (1 + z^n)^(-1/(2n))` as a function of the dimensionless effective
coordination `z`. It is defined for all real arguments; the physical range is `n > 0` and `z ≥ 0`.
-/
noncomputable def bondOrder (n z : ℝ) : ℝ := (1 + z ^ n) ^ (-1 / (2 * n))

/-- For `n > 0`, a bond without competing neighbours has bond order one. -/
theorem bondOrder_zero {n : ℝ} (hn : 0 < n) : bondOrder n 0 = 1 := by
  simp [bondOrder, Real.zero_rpow hn.ne']

/-- The bond order is positive at every effective coordination `z ≥ 0`. -/
theorem bondOrder_pos (n : ℝ) {z : ℝ} (hz : 0 ≤ z) : 0 < bondOrder n z := by
  have h := Real.rpow_nonneg hz n
  exact Real.rpow_pos_of_pos (by linarith) _

/-- For `n > 0`, the bond order strictly decreases as the effective coordination `z ≥ 0`
grows. -/
theorem bondOrder_strictAntiOn {n : ℝ} (hn : 0 < n) :
    StrictAntiOn (bondOrder n) (Set.Ici 0) := by
  intro x hx y _ hxy
  have h0 : 0 ≤ x ^ n := Real.rpow_nonneg (Set.mem_Ici.mp hx) n
  have h1 : x ^ n < y ^ n := Real.rpow_lt_rpow (Set.mem_Ici.mp hx) hxy hn
  have hp : -1 / (2 * n) < 0 := div_neg_of_neg_of_pos (by norm_num) (by positivity)
  unfold bondOrder
  exact Real.rpow_lt_rpow_of_neg (by linarith) (by linarith) hp

/-- Duality of strong and weak coordination: for `n > 0` and `z > 0`, the bond order at `z`
multiplied by `√z` equals the bond order at `1/z`. -/
theorem sqrt_mul_bondOrder {n z : ℝ} (hn : 0 < n) (hz : 0 < z) :
    Real.sqrt z * bondOrder n z = bondOrder n z⁻¹ := by
  have hp : 0 < z ^ n := Real.rpow_pos_of_pos hz n
  have h3 : 0 ≤ 1 + z ^ n := by linarith
  -- take the factor `z^(-n)` out of the bracket
  have h1 : 1 + z⁻¹ ^ n = z ^ (-n) * (1 + z ^ n) := by
    rw [Real.inv_rpow hz.le, Real.rpow_neg hz.le, mul_add, inv_mul_cancel₀ hp.ne',
      mul_one, add_comm]
  -- the outer exponent turns this factor into a square root
  have he : -n * (-1 / (2 * n)) = 1 / 2 := by
    have hn' : n ≠ 0 := hn.ne'
    field_simp
  have h2 : (z ^ (-n)) ^ (-1 / (2 * n)) = Real.sqrt z := by
    rw [← Real.rpow_mul hz.le, he, Real.sqrt_eq_rpow]
  unfold bondOrder
  rw [h1, Real.mul_rpow (Real.rpow_nonneg hz.le (-n)) h3, h2]

/-- For `n > 0` and `z ≥ 0`, the bond order lies strictly below the inverse square root law,
in the form `√z b(z) < 1`. -/
theorem sqrt_mul_bondOrder_lt_one {n z : ℝ} (hn : 0 < n) (hz : 0 ≤ z) :
    Real.sqrt z * bondOrder n z < 1 := by
  rcases eq_or_lt_of_le hz with h | h
  · rw [← h]
    simp
  · have hi : 0 < z⁻¹ := inv_pos.mpr h
    have hlt := bondOrder_strictAntiOn hn (Set.mem_Ici.mpr le_rfl)
      (Set.mem_Ici.mpr hi.le) hi
    rw [bondOrder_zero hn] at hlt
    rw [sqrt_mul_bondOrder hn h]
    exact hlt

/-- For `n > 0` and `z ≥ 0`, competing neighbours lower the bond order from one by at most
`z^n/(2n)`. -/
theorem one_sub_le_bondOrder {n z : ℝ} (hn : 0 < n) (hz : 0 ≤ z) :
    1 - z ^ n / (2 * n) ≤ bondOrder n z := by
  have h0 : 0 ≤ z ^ n := Real.rpow_nonneg hz n
  have hpos : 0 < 1 + z ^ n := by linarith
  have hlog : Real.log (1 + z ^ n) ≤ z ^ n := by
    linarith [Real.log_le_sub_one_of_pos hpos]
  have hdiv : Real.log (1 + z ^ n) / (2 * n) ≤ z ^ n / (2 * n) :=
    div_le_div_of_nonneg_right hlog (by positivity)
  have hexp := Real.add_one_le_exp (Real.log (1 + z ^ n) * (-1 / (2 * n)))
  have e : Real.log (1 + z ^ n) * (-1 / (2 * n))
      = -(Real.log (1 + z ^ n) / (2 * n)) := by ring
  unfold bondOrder
  rw [Real.rpow_def_of_pos hpos]
  linarith

/-- For `n > 0` and `z > 0`, the product `√z b(z)` falls short of one by at most
`z^(-n)/(2n)`. -/
theorem one_sub_le_sqrt_mul_bondOrder {n z : ℝ} (hn : 0 < n) (hz : 0 < z) :
    1 - z ^ (-n) / (2 * n) ≤ Real.sqrt z * bondOrder n z := by
  have h := one_sub_le_bondOrder hn (inv_pos.mpr hz).le
  rw [Real.inv_rpow hz.le, ← Real.rpow_neg hz.le] at h
  rw [sqrt_mul_bondOrder hn hz]
  exact h

/-- For `n > 0` the Tersoff bond order is one at `z = 0`, and on `z ≥ 0` it is positive,
strictly decreasing and satisfies `√z b(z) < 1`; as `z` tends to infinity, `√z b(z)` tends
to one. -/
theorem tersoff_bond_order {n : ℝ} (hn : 0 < n) :
    bondOrder n 0 = 1 ∧
    (∀ z, 0 ≤ z → 0 < bondOrder n z) ∧
    StrictAntiOn (bondOrder n) (Set.Ici 0) ∧
    (∀ z, 0 ≤ z → Real.sqrt z * bondOrder n z < 1) ∧
    Tendsto (fun z => Real.sqrt z * bondOrder n z) atTop (𝓝 1) := by
  refine ⟨bondOrder_zero hn, fun z hz => bondOrder_pos n hz, bondOrder_strictAntiOn hn,
    fun z hz => sqrt_mul_bondOrder_lt_one hn hz, ?_⟩
  -- squeeze between the explicit lower bound and one
  have hlow := ((tendsto_rpow_neg_atTop hn).div_const (2 * n)).const_sub 1
  rw [zero_div, sub_zero] at hlow
  refine tendsto_of_tendsto_of_tendsto_of_le_of_le' hlow tendsto_const_nhds ?_ ?_
  · filter_upwards [eventually_gt_atTop (0 : ℝ)] with z hz
    exact one_sub_le_sqrt_mul_bondOrder hn hz
  · filter_upwards [eventually_gt_atTop (0 : ℝ)] with z hz
    exact (sqrt_mul_bondOrder_lt_one hn hz.le).le

/-- Let an atom have `Z` equivalent neighbours, so that each bond has `Z - 1` competitors, each
contributing `c > 0` to the effective coordination. For `n > 0`, the bond order times `√Z`
tends to `1/√c` as `Z` tends to infinity. -/
theorem coordination_scaling {n c : ℝ} (hn : 0 < n) (hc : 0 < c) :
    Tendsto (fun Z : ℕ => Real.sqrt (Z : ℝ) * bondOrder n (c * ((Z : ℝ) - 1)))
      atTop (𝓝 (Real.sqrt c)⁻¹) := by
  have hlim := (tersoff_bond_order hn).2.2.2.2
  have h1 := ((tendsto_inv_atTop_zero (𝕜 := ℝ)).const_add c⁻¹).sqrt
  have h := h1.mul hlim
  rw [add_zero, mul_one, Real.sqrt_inv] at h
  have h0 : Tendsto (fun Z : ℕ => (Z : ℝ) - 1) atTop atTop := by
    simp only [sub_eq_add_neg]
    exact tendsto_atTop_add_const_right _ _ tendsto_natCast_atTop_atTop
  have hu : Tendsto (fun Z : ℕ => c * ((Z : ℝ) - 1)) atTop atTop :=
    h0.const_mul_atTop hc
  refine (h.comp hu).congr' ?_
  filter_upwards [eventually_ge_atTop 2] with Z hZ
  have hZ' : (2 : ℝ) ≤ (Z : ℝ) := by exact_mod_cast hZ
  have hz : 0 < c * ((Z : ℝ) - 1) := mul_pos hc (by linarith)
  have hnn : 0 ≤ c⁻¹ + (c * ((Z : ℝ) - 1))⁻¹ :=
    add_nonneg (inv_pos.mpr hc).le (inv_pos.mpr hz).le
  -- express `Z` through the effective coordination
  have key : (c⁻¹ + (c * ((Z : ℝ) - 1))⁻¹) * (c * ((Z : ℝ) - 1)) = (Z : ℝ) := by
    rw [add_mul, inv_mul_cancel₀ hz.ne', inv_mul_cancel_left₀ hc.ne']
    ring
  simp only [Function.comp_apply]
  rw [← mul_assoc, ← Real.sqrt_mul hnn, key]

end TersoffBondOrder
```

```lean
#print axioms TersoffBondOrder.sqrt_mul_bondOrder_lt_one
#print axioms TersoffBondOrder.coordination_scaling
```

```
'TersoffBondOrder.sqrt_mul_bondOrder_lt_one' depends on axioms: [propext, Classical.choice, Quot.sound]
'TersoffBondOrder.coordination_scaling' depends on axioms: [propext, Classical.choice, Quot.sound]
```

## How the lemmas fit together

`bondOrder_zero`, `bondOrder_pos` and `bondOrder_strictAntiOn` are the elementary properties. In the last of them, `Real.rpow_lt_rpow` supplies \(x^n<y^n\), and `Real.rpow_lt_rpow_of_neg` reverses the order through the negative outer exponent. Positivity needs no condition on \(n\).

`sqrt_mul_bondOrder` is the duality. Its step `h1` takes \(z^{-n}\) out of the bracket, `he` computes the product of exponents as \(1/2\), and `h2` turns the resulting power into a square root. The final rewrite uses `Real.mul_rpow` to distribute the outer power over the two factors. That rule needs both factors to be nonnegative, which follows from \(z>0\); the power rules in `h1` and `h2` use the sign of \(z\) as well.

`sqrt_mul_bondOrder_lt_one` splits into \(z=0\) and \(z>0\), as in the derivation. In the second case it applies strict decrease to the pair \(0<1/z\) and replaces \(b(0)\) by one, which gives \(b(1/z)<1\); duality then turns the product in the goal into \(b(1/z)\).

`one_sub_le_bondOrder` contains the two standard inequalities, as `Real.log_le_sub_one_of_pos` and `Real.add_one_le_exp`. After `Real.rpow_def_of_pos` has written the power as an exponential, `linarith` combines them. `one_sub_le_sqrt_mul_bondOrder` applies this bound at \(1/z\) and transfers it by duality.

The main theorem collects the first four properties and proves the limit by squeezing. `hlow` is the convergence of the lower bound to one; the upper bound is constant. Both inequalities are needed only for sufficiently large \(z\), and `filter_upwards` restricts them to \(z>0\).

In `coordination_scaling`, `h` is the limit of the product \(\sqrt{1/c+1/z}\,\sqrt z\,b(z)\) in the real variable \(z\), and `hu` says that \(c(Z-1)\) tends to infinity. Composing them gives the limit along natural numbers. The identity `key` is \(Z=(1/c+1/z)z\); it shows that the composed expression equals the desired one for all \(Z\ge2\), which suffices for the limit.

## Shortcuts in a simulation code

A routine that evaluates \(b\) for every bond can skip the two real powers at the extremes of \(z\). For a tolerance \(\varepsilon>0\), the bounds give two thresholds that depend only on \(n\) and can be computed once:

- If \(z\le(2n\varepsilon)^{1/n}\), replacing \(b(z)\) by \(1\) overestimates it by at most \(\varepsilon\).
- If \(z\ge(2n\varepsilon)^{-1/n}\), replacing \(b(z)\) by \(1/\sqrt z\) overestimates it by at most \(\varepsilon/\sqrt z\).

For small \(n\) these ranges lie very far out, because \(z^n\) then varies slowly.

Molecular dynamics also needs the slope
\[
b'(z)=-\tfrac12\,z^{n-1}(1+z^n)^{-1/(2n)-1}\qquad(z>0),
\]
and a small error in \(b\) does not by itself make the error in \(b'\) small. For \(n<1\) the slope is unbounded as \(z\to0\), although \(b\) itself tends to one, so a threshold chosen for energies has to be examined separately for forces.
